# A continuous trap on a line splits the potential of two equal particles into centre-of-mass and relative parts exactly when it is a polynomial of degree at most two

Two particles of equal mass sit at positions x and y on a line. Each feels the same external potential v, the trap, and they interact through a potential w that depends only on x − y. All positions and energies are real numbers, and `pairPotential v w x y` is the total potential energy v(x) + v(y) + w(x − y).

In Lean 4 with Mathlib:

```lean
import Mathlib

namespace SeparableTraps

/-- Potential energy of two particles at `x` and `y` in a common trap `v`, interacting
through a potential `w` of their separation. -/
def pairPotential (v w : ℝ → ℝ) (x y : ℝ) : ℝ := v x + v y + w (x - y)
```

The function w is arbitrary: it need be neither continuous nor even, and w = 0 describes non-interacting particles. It does have a finite value at zero separation, as a softened Coulomb repulsion has.

Write s = x + y, which is twice the centre-of-mass position, and d = x − y. The potential separates if it is a function f of s plus a function g of d. `Separates v w` says that such real functions exist and that the decomposition holds at all positions, coincident ones included. Nothing is assumed about the smoothness of f and g.

```lean
/-- The pair potential is a sum of a function of `x + y` (twice the centre-of-mass position
of equal masses) and a function of the relative coordinate `x - y`. -/
def Separates (v w : ℝ → ℝ) : Prop :=
  ∃ f g : ℝ → ℝ, ∀ x y, pairPotential v w x y = f (x + y) + g (x - y)
```

These definitions concern the potential energy only. For equal masses m the kinetic energy is already a sum of two parts,

−(ħ²/2m)(∂²/∂x² + ∂²/∂y²) = −(ħ²/m)(∂²/∂s² + ∂²/∂d²),

so a separating potential gives a Hamiltonian that separates in s and d. Other coordinates are a different matter: without interaction, every trap separates in x and y.

## (a) An equation for the trap alone

Suppose that the potential separates. Eliminate f, g and w to show that, for all real a and b,

v(a + b) + v(a − b) = 2v(a) + v(b) + v(−b) − 2v(0).

**Solution.** Evaluate the decomposition at four configurations (x, y), chosen so that only f(2a), f(0), g(2b) and g(0) appear.

At (a + b, a − b): v(a + b) + v(a − b) + w(2b) = f(2a) + g(2b).

At (a, a): 2v(a) + w(0) = f(2a) + g(0).

At (b, −b): v(b) + v(−b) + w(2b) = f(0) + g(2b).

At (0, 0): 2v(0) + w(0) = f(0) + g(0).

Take the first equation, subtract the second and third, and add the fourth. The right-hand sides cancel, and so do the interaction terms. What remains is

v(a + b) + v(a − b) − 2v(a) − v(b) − v(−b) + 2v(0) = 0,

which is the required equation. Continuity has not been used.

```lean
/-- In a separating trap, the sum of the trap energies at `a + b` and `a - b` is fixed by those at
`a`, `b`, `-b` and the origin, whatever the interaction. -/
theorem trap_equation {v w : ℝ → ℝ} (h : Separates v w) (a b : ℝ) :
    v (a + b) + v (a - b) = 2 * v a + v b + v (-b) - 2 * v 0 := by
  obtain ⟨f, g, h⟩ := h
  -- four configurations in which only f(2a), f(0), g(2b), g(0) occur
  have h1 : v (a + b) + v (a - b) + w (2 * b) = f (2 * a) + g (2 * b) := by
    have := h (a + b) (a - b)
    rw [pairPotential, show a + b + (a - b) = 2 * a by ring,
      show a + b - (a - b) = 2 * b by ring] at this
    exact this
  have h2 : v a + v a + w 0 = f (2 * a) + g 0 := by
    have := h a a
    rw [pairPotential, show a + a = 2 * a by ring, sub_self] at this
    exact this
  have h3 : v b + v (-b) + w (2 * b) = f 0 + g (2 * b) := by
    have := h b (-b)
    rw [pairPotential, show b + -b = 0 by ring, show b - -b = 2 * b by ring] at this
    exact this
  have h4 : v 0 + v 0 + w 0 = f 0 + g 0 := by
    have := h 0 0
    rw [pairPotential, add_zero, sub_zero] at this
    exact this
  linarith
```

The hypotheses `h1` to `h4` are the four equations in this order. The `ring` steps bring arguments such as a + b + (a − b) to the form 2a, so that equal function values are recognised as equal. `linarith` then finds the linear combination.

## (b) Continuous additive functions

Let h be a continuous real function with h(x + y) = h(x) + h(y) for all x and y. Show that

h(x) = h(1) x.

**Solution.** Setting x = y = 0 gives h(0) = 0, and setting y = −x gives h(−x) = −h(x). Repeated addition gives h(nx) = n h(x) for every integer n. For integers m and n with n ≥ 1,

n h(m/n) = h(m) = m h(1),

so h(m/n) = (m/n) h(1), and the claim holds at every rational number. Any real x is a limit of rationals, and both sides are continuous, so the claim holds at x.

```lean
/-- A continuous additive function on the line is linear. -/
theorem linear_of_additive {h : ℝ → ℝ} (hc : Continuous h)
    (hadd : ∀ x y, h (x + y) = h x + h y) (x : ℝ) : h x = h 1 * x := by
  have key : h (x • (1 : ℝ)) = x • h 1 :=
    map_real_smul (AddMonoidHom.mk' h hadd) hc x 1
  rw [smul_eq_mul, smul_eq_mul, mul_one] at key
  linarith
```

The whole proof turns on the Mathlib theorem `map_real_smul`. It says that a continuous additive map from a real topological vector space to a Hausdorff one respects multiplication by real scalars, which is the passage from rationals to reals made above. Two adjustments make it fit. First, the theorem expects an additive map as a bundled object, a function packaged with its algebraic laws. `AddMonoidHom.mk' h hadd` builds this from the function and its additivity, and derives h(0) = 0 itself. Second, the real line has to play two roles, as scalars and as vectors. The number x is therefore written `x • (1 : ℝ)`, the scalar x acting on the vector 1, and the theorem returns x • h(1). The rewrites turn scalar multiplication back into ordinary multiplication.

This is the one place where continuity does its work. The later parts only pass it on, with `fun_prop` confirming that the functions built from v or q are continuous.

## (c) The parallelogram law

Let q be a continuous real function with

q(a + b) + q(a − b) = 2q(a) + 2q(b)

for all a and b. Show that

q(x) = q(1) x².

**Solution.** With a = b = 0 the law gives q(0) = 0. With a = 0 it then gives q(−b) = q(b), so q is even.

Fix b and consider the difference q(a + b) − q(a − b) as a function of a. To see that it is additive, write the law for four pairs of arguments:

q(a + b + c) + q(a + b − c) = 2q(a + b) + 2q(c),

q(a − b + c) + q(a − b − c) = 2q(a − b) + 2q(c),

q(c + b + a) + q(c + b − a) = 2q(c + b) + 2q(a),

q(c − b + a) + q(c − b − a) = 2q(c − b) + 2q(a).

Add the first and third and subtract the second and fourth. Since q is even, q(c + b − a) = q(a − b − c) and q(c − b − a) = q(a + b − c), so these terms cancel. Division by 2 leaves

q(a + c + b) − q(a + c − b) = [q(a + b) − q(a − b)] + [q(c + b) − q(c − b)].

By part (b) the difference is linear in a:

q(a + b) − q(a − b) = [q(1 + b) − q(1 − b)] a.

Use this twice. With a = b = x it gives

q(2x) = [q(1 + x) − q(1 − x)] x.

With a = x and b = 1 it gives

q(x + 1) − q(x − 1) = q(2) x = 4q(1) x,

where q(2) = 4q(1) is the law at a = b = 1. Because q(x − 1) = q(1 − x), the bracket in the previous equation is 4q(1) x, and so q(2x) = 4q(1) x². The law at a = b = x says q(2x) = 4q(x), and the result follows.

```lean
/-- A continuous function on the line that obeys the parallelogram law is a multiple
of `x ^ 2`. -/
theorem quadratic_of_parallelogram {q : ℝ → ℝ} (hc : Continuous q)
    (P : ∀ a b, q (a + b) + q (a - b) = 2 * q a + 2 * q b) (x : ℝ) :
    q x = q 1 * x ^ 2 := by
  have q0 : q 0 = 0 := by
    have := P 0 0
    rw [add_zero, sub_zero] at this
    linarith
  have even : ∀ b, q (-b) = q b := by
    intro b
    have := P 0 b
    rw [zero_add, zero_sub] at this
    linarith
  -- the polarisation q(a+b) - q(a-b) is additive in a, hence linear in a
  have lin : ∀ b a, q (a + b) - q (a - b) = (q (1 + b) - q (1 - b)) * a := by
    intro b a
    refine linear_of_additive (h := fun a => q (a + b) - q (a - b)) (by fun_prop) ?_ a
    intro a c

    have p1 := P (a + b) c
    have p2 := P (a - b) c
    have p3 := P (c + b) a
    have p4 := P (c - b) a
    have e1 := even (a - b - c)
    have e2 := even (a + b - c)
    rw [show a + b + c = a + c + b by ring] at p1
    rw [show a - b + c = a + c - b by ring] at p2
    rw [show c + b + a = a + c + b by ring,
      show c + b - a = -(a - b - c) by ring] at p3
    rw [show c - b + a = a + c - b by ring,
      show c - b - a = -(a + b - c) by ring] at p4
    linarith
  have h1 := lin x x
  have h2 := lin 1 x
  have p := P x x
  have h11 : q (1 + 1) - q (1 - 1) = 4 * q 1 := by
    have := P 1 1
    rw [sub_self] at this ⊢
    linarith
  have e := even (x - 1)
  rw [show -(x - 1) = 1 - x by ring] at e
  rw [h11, add_comm x 1, ← e] at h2
  rw [h2, sub_self] at h1
  rw [sub_self] at p
  linarith
```

Here `lin` is the linearity statement, with b as its first argument and a as its second. Its two uses are `lin x x` and `lin 1 x`. The hypotheses `p1` to `p4` are the four instances of the law, and `e1` and `e2` supply the evenness that cancels the unwanted terms.

## (d) The traps that separate

Let v be continuous and w arbitrary. Show that the potential separates if and only if there are real constants a, b and c with

v(x) = ax² + bx + c for all x.

**Solution.** Suppose first that the potential separates. For the moment let a and b again be positions. Part (a) at (a, b) and at (−a, b) gives

v(a + b) + v(a − b) = 2v(a) + v(b) + v(−b) − 2v(0),

v(−(a − b)) + v(−(a + b)) = 2v(−a) + v(b) + v(−b) − 2v(0).

Put u(x) = v(x) − v(−x), twice the odd part of v. Subtracting the two equations gives

u(a + b) + u(a − b) = 2u(a).

Exchanging a and b gives u(a + b) − u(a − b) = 2u(b), because u is odd. The sum of these two relations is u(a + b) = u(a) + u(b) after division by 2, so u(x) = u(1) x by part (b).

Put q(x) = v(x) + v(−x) − 2v(0), twice the even part measured from the origin. Adding the two equations from part (a), instead of subtracting them, gives

q(a + b) + q(a − b) = 2q(a) + 2q(b),

so q(x) = q(1) x² by part (c). Half the sum of u and q is v(x) − v(0), hence

v(x) = [q(1)/2] x² + [u(1)/2] x + v(0).

Conversely, let v(x) = ax² + bx + c. Since x² + y² = [(x + y)² + (x − y)²]/2, the choice

f(s) = as²/2 + bs + 2c, g(d) = ad²/2 + w(d)

separates the potential.

```lean
/-- For two equal particles in a continuous trap, with any interaction depending on their
separation, the potential separates into centre-of-mass and relative parts if and only if
the trap is a polynomial of degree at most two. -/
theorem separates_iff_quadratic {v : ℝ → ℝ} (hv : Continuous v) (w : ℝ → ℝ) :
    Separates v w ↔ ∃ a b c : ℝ, ∀ x, v x = a * x ^ 2 + b * x + c := by
  constructor
  · intro h
    have D := trap_equation h
    -- the odd part of the trap is additive
    have odd := linear_of_additive (h := fun x => v x - v (-x)) (by fun_prop) (by
      intro a b

      have d1 := D a b
      have d2 := D (-a) b
      have d3 := D b a
      have d4 := D (-b) a
      rw [show -a + b = b - a by ring, show -a - b = -(a + b) by ring] at d2
      rw [show b + a = a + b by ring] at d3
      rw [show -b + a = a - b by ring, show -b - a = -(a + b) by ring] at d4
      linarith)
    -- the even part, measured from the origin, obeys the parallelogram law
    have even := quadratic_of_parallelogram
      (q := fun x => v x + v (-x) - 2 * v 0) (by fun_prop) (by
      intro a b

      have d1 := D a b
      have d2 := D (-a) b
      rw [show -a + b = -(a - b) by ring, show -a - b = -(a + b) by ring] at d2
      linarith)
    refine ⟨(v 1 + v (-1) - 2 * v 0) / 2, (v 1 - v (-1)) / 2, v 0, fun x => ?_⟩
    have o : v x - v (-x) = (v 1 - v (-1)) * x := odd x
    have e : v x + v (-x) - 2 * v 0 = (v 1 + v (-1) - 2 * v 0) * x ^ 2 := even x
    linear_combination o / 2 + e / 2
  · rintro ⟨a, b, c, h⟩
    refine ⟨fun s => a * s ^ 2 / 2 + b * s + 2 * c, fun d => a * d ^ 2 / 2 + w d, ?_⟩
    intro x y
    simp only [pairPotential, h]
    ring
```

The theorem takes continuity of v as the hypothesis `hv`. This covers every twice continuously differentiable trap, and w = 0 gives the criterion for v(x) + v(y) alone. The constants are unrestricted, so uniform fields (a = 0) and inverted parabolas (a < 0) are included along with confining harmonic traps. In the proof, `odd` and `even` are the results for u and q, and `linear_combination o / 2 + e / 2` takes half their sum.

For two electrons in a one-dimensional harmonic trap, with an interaction that depends only on their separation, the Schrödinger equation therefore reduces to two one-particle equations, one in s and one in d. Solved numerically, these give reference energies against which approximate two-electron methods can be tested. A continuous trap on the line that is not a polynomial of degree at most two does not allow this reduction in s and d.

## (e) How much freedom the two potentials have

Let v(x) = ax² + bx + c, and let f and g be any functions that separate the potential. Show that there is a constant k such that, for all s and d,

f(s) = as²/2 + bs + 2c + k,

g(d) = ad²/2 + w(d) − k.

**Solution.** Put both particles at s/2. The decomposition reads

as²/2 + bs + 2c + w(0) = f(s) + g(0),

which is the first formula with k = w(0) − g(0). In particular f(0) = 2c + k. Now put the particles at d/2 and −d/2:

ad²/2 + 2c + w(d) = f(0) + g(d).

Inserting f(0) gives the second formula.

```lean
/-- In a quadratic trap the centre-of-mass and relative potentials are determined up to a
constant `k` moved from one to the other. -/
theorem separated_potentials {w f g : ℝ → ℝ} {a b c : ℝ}
    (h : ∀ x y, pairPotential (fun x => a * x ^ 2 + b * x + c) w x y
      = f (x + y) + g (x - y)) :
    ∃ k : ℝ, (∀ s, f s = a * s ^ 2 / 2 + b * s + 2 * c + k) ∧
      ∀ d, g d = a * d ^ 2 / 2 + w d - k := by
  -- coincident particles give f
  have hf : ∀ s, f s = a * s ^ 2 / 2 + b * s + 2 * c + (w 0 - g 0) := by
    intro s
    have := h (s / 2) (s / 2)
    simp only [pairPotential] at this
    rw [show s / 2 + s / 2 = s by ring, sub_self] at this
    linear_combination -this
  refine ⟨w 0 - g 0, hf, fun d => ?_⟩
  -- particles placed symmetrically about the origin give g
  have := h (d / 2) (-(d / 2))
  simp only [pairPotential] at this
  rw [show d / 2 + -(d / 2) = 0 by ring, show d / 2 - -(d / 2) = d by ring] at this
  linear_combination -this - hf 0
```

The constant k only shifts the zero of energy between the two motions. The interaction enters the relative potential alone, apart from this shift. The hypothesis `hf` is the formula for f, and its value at 0 is used in the last line to obtain g.

## (f) A quartic term in the trap

Let v(x) = kx² + lx⁴, where k is now the harmonic coefficient. Show that, for any w, the potential separates if and only if

l = 0.

**Solution.** The trap is continuous, so by part (d) separation means that kx² + lx⁴ = ax² + bx + c for some constants and all x. At x = 0 this gives c = 0. At x = 1 and x = −1 it gives k + l = a + b and k + l = a − b, so b = 0 and a = k + l. At x = 2 it gives

4k + 16l = 4a = 4k + 4l,

hence l = 0. Conversely, if l = 0 the trap is kx², which separates by part (d).

```lean
/-- A trap with a harmonic and a quartic term separates, for any interaction depending on
the separation, exactly when the quartic term vanishes. -/
theorem quartic_trap_separates_iff (k l : ℝ) (w : ℝ → ℝ) :
    Separates (fun x => k * x ^ 2 + l * x ^ 4) w ↔ l = 0 := by
  rw [separates_iff_quadratic (by fun_prop) w]
  constructor
  · rintro ⟨a, b, c, h⟩
    have h0 := h 0
    have h1 := h 1
    have h2 := h (-1)
    have h3 := h 2
    norm_num at h0 h1 h2 h3
    linarith
  · rintro rfl
    exact ⟨k, 0, 0, fun x => by ring⟩

end SeparableTraps
```

The proof evaluates the polynomial identity at the same four points, and `linarith` solves the resulting linear equations. Even a very small quartic term therefore rules out an exact splitting of the potential into centre-of-mass and relative parts, and no interaction depending only on x − y can restore it.

```lean
#print axioms SeparableTraps.separates_iff_quadratic
-- 'SeparableTraps.separates_iff_quadratic' depends on axioms: [propext, Classical.choice, Quot.sound]
#print axioms SeparableTraps.separated_potentials
-- 'SeparableTraps.separated_potentials' depends on axioms: [propext, Classical.choice, Quot.sound]
#print axioms SeparableTraps.quartic_trap_separates_iff
-- 'SeparableTraps.quartic_trap_separates_iff' depends on axioms: [propext, Classical.choice, Quot.sound]
```
